# Cutting off a chain's force constants and restoring the sum rule cannot raise a phonon frequency if the off-site couplings are nonpositive

Cut the force constants of a chain at a finite range, and a rigid translation may start to cost energy. The discarded couplings no longer balance the on-site constant, so the acoustic branch can start at a nonzero frequency. Resetting the on-site constant removes this gap, but it also shifts the squared frequency at every other wave number, and it is not obvious on which side of the exact value the result lands.

If the full set of force constants sums to zero, so that a rigid translation costs no energy before the cutoff, and every off-site coupling is nonpositive, the side is known: the repaired squared frequencies lie between zero and the exact ones. For phonon calculations with force constants of limited range, this gives the sign of the error that remains after the repair, and a bound on it, in the model of a harmonic monatomic chain with one displacement per atom and finitely many couplings.

## The chain and its force constants

Let $u_n$ be the displacement of atom $n$, with lattice constant one. The equation of motion is

$$\ddot u_n = -\sum_m \Phi(m)\,u_{n+m},$$

where $\Phi(m)$ is the force constant at distance $m$ divided by the atomic mass. In Lean, `Φ : ℤ →₀ ℝ` is a real function on the integers with finite support. The chain itself is infinite, and the wave number $q$ is any real number.

```lean
import Mathlib

open Finset

namespace TruncatedForceConstants

noncomputable section
```

A uniform displacement produces no force when the total

$$T(\Phi)=\sum_n \Phi(n)$$

vanishes. This is the acoustic sum rule, which enters later as the hypothesis `total Φ = 0`.

```lean
/-- The sum of all force constants of the chain. -/
def total (Φ : ℤ →₀ ℝ) : ℝ := Φ.sum fun _ a => a
```

For even force constants, $\Phi(-n)=\Phi(n)$, the squared frequency is the cosine sum

$$W_\Phi(q)=\sum_n \Phi(n)\cos(qn).$$

In the code, `Φ.sum fun n a => ...` runs over the support of $\Phi$, with `a` standing for $\Phi(n)$.

```lean
/-- The cosine sum `∑ Φ(n) cos(q n)` of mass-reduced force constants: for even `Φ`, the squared
frequency at wave number `q` (lattice constant one). -/
def sqFreq (Φ : ℤ →₀ ℝ) (q : ℝ) : ℝ := Φ.sum fun n a => a * Real.cos (q * n)
```

For a cutoff $R\ge 0$, the truncated constants $\Phi_R$ agree with $\Phi$ where $|n|\le R$ and are zero elsewhere. At $R=0$ only the on-site constant is kept.

```lean
/-- The force constants cut off beyond range `R`. -/
def truncate (R : ℕ) (Φ : ℤ →₀ ℝ) : ℤ →₀ ℝ := Φ.filter fun n => |n| ≤ (R : ℤ)
```

What has been lost sits at the distances

$$O_R=\{\,n : |n|>R,\ \Phi(n)\neq 0\,\}.$$

```lean
/-- The distances beyond `R` at which the chain has a nonzero force constant. -/
def omitted (R : ℕ) (Φ : ℤ →₀ ℝ) : Finset ℤ := Φ.support.filter fun n => (R : ℤ) < |n|
```

To restore the sum rule, subtract the total from the on-site constant:

$$\tilde\Phi(n)=\Phi(n)-T(\Phi)\,\delta_{n0}.$$

The definition applies to any set of force constants. The repaired chain is obtained by applying it to $\Phi_R$, and its constants are written $\tilde\Phi_R$ below.

```lean
/-- The force constants with the on-site term lowered by their total. -/
def restoreSumRule (Φ : ℤ →₀ ℝ) : ℤ →₀ ℝ := Φ - Finsupp.single 0 (total Φ)
```

## The cosine sum as an eigenvalue

Insert a plane wave and factor out its value at site $n$:

$$\sum_m \Phi(m)e^{iq(n+m)}=e^{iqn}\Big(\sum_m\Phi(m)\cos(qm)+i\sum_m\Phi(m)\sin(qm)\Big).$$

Call the sine sum $S$. If $\Phi(-m)=\Phi(m)$, replacing $m$ by $-m$ gives $S=-S$, so $S=0$ and the eigenvalue is $W_\Phi(q)$. Evenness stands for the symmetry of the force constants between two atoms: the coupling of $n$ to $n+m$ equals that of $n+m$ to $n$.

In the proof, `hsin` does the reflection with `Finset.sum_equiv (Equiv.neg ℤ)`, and `hterm` splits each exponential into its cosine and sine parts. The last rewrite takes out the common factor and removes the sine sum.

```lean
/-- For even force constants, a plane wave of wave number `q` is an eigenvector of the
force-constant operator, with eigenvalue `sqFreq Φ q`. -/
theorem plane_wave (Φ : ℤ →₀ ℝ) (heven : ∀ n, Φ (-n) = Φ n) (q : ℝ) (n : ℤ) :
    (Φ.sum fun m a => (a : ℂ) * Complex.exp (((q * (n + m) : ℝ) : ℂ) * Complex.I)) =
      (sqFreq Φ q : ℂ) * Complex.exp (((q * n : ℝ) : ℂ) * Complex.I) := by
  -- the sine part cancels between `m` and `-m`
  have hsin : ∑ m ∈ Φ.support, Φ m * Real.sin (q * m) = 0 := by
    have h : ∑ m ∈ Φ.support, Φ m * Real.sin (q * m) =
        ∑ m ∈ Φ.support, -(Φ m * Real.sin (q * m)) := by
      refine Finset.sum_equiv (Equiv.neg ℤ) ?_ ?_
      · intro m
        simp [heven]
      · intro m _
        simp [heven]
    rw [Finset.sum_neg_distrib] at h
    linarith
  have hterm : ∀ m : ℤ, (Φ m : ℂ) * Complex.exp (((q * (n + m) : ℝ) : ℂ) * Complex.I) =
      ((Φ m * Real.cos (q * m) : ℝ) : ℂ) * Complex.exp (((q * n : ℝ) : ℂ) * Complex.I) +
      ((Φ m * Real.sin (q * m) : ℝ) : ℂ) *
        (Complex.I * Complex.exp (((q * n : ℝ) : ℂ) * Complex.I)) := by
    intro m
    have h : ((q * (n + m) : ℝ) : ℂ) * Complex.I =
        ((q * m : ℝ) : ℂ) * Complex.I + ((q * n : ℝ) : ℂ) * Complex.I := by
      push_cast
      ring
    rw [h, Complex.exp_add, Complex.exp_mul_I]
    push_cast
    ring
  rw [Finsupp.sum, Finset.sum_congr rfl (fun m _ => hterm m), Finset.sum_add_distrib,
    ← Finset.sum_mul, ← Finset.sum_mul, ← Complex.ofReal_sum, ← Complex.ofReal_sum, hsin,
    Complex.ofReal_zero, zero_mul, add_zero]
  rfl
```

The later theorems concern the cosine sum and do not assume evenness; it is needed to read that sum as a squared frequency. The cutoff depends only on $|n|$ and the repair acts only at $n=0$, so an even $\Phi$ stays even under both, and the same reading applies to the modified chains.

## What the repair does at each wave number

At $q=0$ every cosine is one, hence

$$W_\Phi(0)=T(\Phi).$$

```lean
/-- At `q = 0` the cosine sum is the total of the force constants. -/
theorem sqFreq_zero (Φ : ℤ →₀ ℝ) : sqFreq Φ 0 = total Φ := by
  simp [sqFreq, total]
```

The on-site term is multiplied by $\cos 0=1$ at every $q$. Lowering it by $T(\Phi)$ therefore shifts the whole curve rigidly:

$$W_{\tilde\Phi}(q)=W_\Phi(q)-T(\Phi)=W_\Phi(q)-W_\Phi(0).$$

The proof uses linearity of the sum (`Finsupp.sum_sub_index`) and evaluates the subtracted one-site function with `Finsupp.sum_single_index`.

```lean
/-- Restoring the sum rule shifts the cosine sum at every `q` by minus its value at `q = 0`. -/
theorem sqFreq_restore (Φ : ℤ →₀ ℝ) (q : ℝ) :
    sqFreq (restoreSumRule Φ) q = sqFreq Φ q - sqFreq Φ 0 := by
  rw [sqFreq_zero]
  unfold sqFreq restoreSumRule
  rw [Finsupp.sum_sub_index, Finsupp.sum_single_index] <;> simp [sub_mul]
```

Setting $q=0$ gives $T(\tilde\Phi)=W_\Phi(0)-W_\Phi(0)=0$. For $n\ne0$ the Kronecker delta vanishes, so $\tilde\Phi(n)=\Phi(n)$. The two halves of the next theorem confirm that the definition does what its name says.

```lean
/-- The restored force constants sum to zero, and the off-site ones are unchanged. -/
theorem restoreSumRule_spec (Φ : ℤ →₀ ℝ) :
    total (restoreSumRule Φ) = 0 ∧ ∀ n, n ≠ 0 → restoreSumRule Φ n = Φ n := by
  constructor
  · rw [← sqFreq_zero, sqFreq_restore, sub_self]
  · intro n hn
    simp [restoreSumRule, hn.symm]
```

## The gap left by the bare cutoff

Each distance in the support is either kept or omitted, so

$$W_\Phi(q)=W_{\Phi_R}(q)+\sum_{n\in O_R}\Phi(n)\cos(qn).$$

Here `h1` writes the truncated sum over the kept part of the original support, and `h2` joins the two complementary parts.

```lean
/-- The cosine sum splits into the part kept by the cutoff and the part omitted. -/
theorem sqFreq_split (Φ : ℤ →₀ ℝ) (R : ℕ) (q : ℝ) :
    sqFreq Φ q = sqFreq (truncate R Φ) q + ∑ n ∈ omitted R Φ, Φ n * Real.cos (q * n) := by
  have h1 : sqFreq (truncate R Φ) q =
      ∑ n ∈ Φ.support.filter (fun n => |n| ≤ (R : ℤ)), Φ n * Real.cos (q * n) := by
    rw [sqFreq, truncate, Finsupp.sum_filter_index, Finsupp.support_filter]
  have h2 := Finset.sum_filter_add_sum_filter_not Φ.support (fun n : ℤ => |n| ≤ (R : ℤ))
    (fun n => Φ n * Real.cos (q * n))
  simp only [not_le] at h2
  rw [h1]
  exact h2.symm
```

Now assume $\Phi(n)\le0$ for $n\neq0$, which is the hypothesis `hneg`. Physically, the spring joining atoms at distance $n$ has mass-reduced stiffness $-\Phi(n)$, so the hypothesis rules out springs of negative stiffness. This is a restriction: effective force constants in real crystals can have either sign. An omitted distance satisfies $|n|>R\ge0$, so it is not zero, and its coupling is nonpositive.

```lean
/-- If the off-site force constants are nonpositive, so is every omitted one. -/
lemma omitted_nonpos {Φ : ℤ →₀ ℝ} (hneg : ∀ n, n ≠ 0 → Φ n ≤ 0) {R : ℕ} {n : ℤ}
    (hn : n ∈ omitted R Φ) : Φ n ≤ 0 := by
  have h := (Finset.mem_filter.1 hn).2
  apply hneg
  rintro rfl
  rw [abs_zero] at h
  omega
```

With $T(\Phi)=0$, the split at $q=0$ reads

$$0=W_{\Phi_R}(0)+\sum_{n\in O_R}\Phi(n),$$

and therefore

$$W_{\Phi_R}(0)=-\sum_{n\in O_R}\Phi(n)\ge0.$$

The theorem states the equality and the sign together. In its proof, `h` is the split at zero and `hs` the sign of the omitted sum; `linarith` draws both conclusions.

```lean
/-- If the force constants sum to zero and the off-site ones are nonpositive, the cutoff leaves at
`q = 0` a cosine sum equal to minus the sum of the omitted constants, and it is nonnegative. -/
theorem truncation_gap (Φ : ℤ →₀ ℝ) (hsum : total Φ = 0) (hneg : ∀ n, n ≠ 0 → Φ n ≤ 0)
    (R : ℕ) :
    sqFreq (truncate R Φ) 0 = -∑ n ∈ omitted R Φ, Φ n ∧ 0 ≤ sqFreq (truncate R Φ) 0 := by
  have h := sqFreq_split Φ R 0
  rw [sqFreq_zero Φ, hsum] at h
  simp only [zero_mul, Real.cos_zero, mul_one] at h
  have hs : ∑ n ∈ omitted R Φ, Φ n ≤ 0 :=
    Finset.sum_nonpos fun n hn => omitted_nonpos hneg hn
  constructor <;> linarith
```

## The error after the sum rule is restored

The repaired chain has $W_{\tilde\Phi_R}(q)=W_{\Phi_R}(q)-W_{\Phi_R}(0)$. Substituting the split at $q$ and the split at zero gives

$$\begin{aligned}
W_\Phi(q)-W_{\tilde\Phi_R}(q)
&=\sum_{n\in O_R}\Phi(n)\cos(qn)-\sum_{n\in O_R}\Phi(n)\\
&=\sum_{n\in O_R}-\Phi(n)\,\bigl(1-\cos(qn)\bigr).
\end{aligned}$$

This identity uses the sum rule but not the sign of the couplings. In the code, `hq` and `h0` are the two splits, and `h` rewrites the error sum as their difference.

The order of operations in `restoreSumRule (truncate R Φ)` is easily reversed by accident. Since the original total is zero, `truncate R (restoreSumRule Φ)` is just the bare truncation. It keeps the gap, and the upper bound proved below would fail for it at $q=0$ whenever that gap is positive.

```lean
/-- For force constants that sum to zero, the exact cosine sum minus that of the cut and restored
chain equals the sum of `-Φ(n) (1 - cos(q n))` over the omitted distances. -/
theorem restoration_error (Φ : ℤ →₀ ℝ) (hsum : total Φ = 0) (R : ℕ) (q : ℝ) :
    sqFreq Φ q - sqFreq (restoreSumRule (truncate R Φ)) q =
      ∑ n ∈ omitted R Φ, -Φ n * (1 - Real.cos (q * n)) := by
  have hq := sqFreq_split Φ R q
  have h0 := sqFreq_split Φ R 0
  rw [sqFreq_zero Φ, hsum] at h0
  have h : ∑ n ∈ omitted R Φ, -Φ n * (1 - Real.cos (q * n)) =
      ∑ n ∈ omitted R Φ, Φ n * Real.cos (q * n) -
        ∑ n ∈ omitted R Φ, Φ n * Real.cos (0 * n) := by
    rw [← Finset.sum_sub_distrib]
    refine Finset.sum_congr rfl fun n _ => ?_
    rw [zero_mul, Real.cos_zero]
    ring
  rw [sqFreq_restore, h]
  linarith
```

Three estimates follow once the off-site couplings are nonpositive.

First, the repaired squared frequency is nonnegative, because

$$W_{\tilde\Phi_R}(q)=W_{\Phi_R}(q)-W_{\Phi_R}(0)=\sum_{|n|\le R}-\Phi(n)\bigl(1-\cos(qn)\bigr)\ge0.$$

The on-site term contributes zero here, whatever its sign. Lean compares the sums for $q=0$ and $q$ term by term: `hn` separates the on-site term from the nonpositive ones, and `nlinarith` uses $\cos(qn)\le1$.

Second, every term of the error is nonnegative, so $W_{\tilde\Phi_R}(q)\le W_\Phi(q)$. This is the `Finset.sum_nonneg` step.

Third, $1-\cos(qn)\le2$ gives

$$W_\Phi(q)-W_{\tilde\Phi_R}(q)\le2\sum_{n\in O_R}-\Phi(n)=2\,W_{\Phi_R}(0).$$

Twice the squared frequency that the bare cutoff leaves at $q=0$ thus bounds the error in the squared frequency that remains after the repair, at every wave number. The code replaces the gap by minus the omitted sum, using `truncation_gap`, and again compares term by term.

```lean
/-- If the force constants sum to zero and the off-site ones are nonpositive, then after cutoff and
restoration the cosine sum at every `q` is nonnegative and at most its exact value, and it falls
short by at most twice the `q = 0` value left by the bare cutoff. -/
theorem restored_le_exact (Φ : ℤ →₀ ℝ) (hsum : total Φ = 0) (hneg : ∀ n, n ≠ 0 → Φ n ≤ 0)
    (R : ℕ) (q : ℝ) :
    0 ≤ sqFreq (restoreSumRule (truncate R Φ)) q ∧
    sqFreq (restoreSumRule (truncate R Φ)) q ≤ sqFreq Φ q ∧
    sqFreq Φ q - sqFreq (restoreSumRule (truncate R Φ)) q ≤
      2 * sqFreq (truncate R Φ) 0 := by
  have herr := restoration_error Φ hsum R q
  refine ⟨?_, ?_, ?_⟩
  · -- each kept spring contributes least at `q = 0`
    rw [sqFreq_restore, sub_nonneg]
    refine Finset.sum_le_sum fun n _ => ?_
    have hn : n = 0 ∨ truncate R Φ n ≤ 0 := by
      by_cases h : n = 0
      · exact Or.inl h
      · right
        rw [truncate, Finsupp.filter_apply]
        split_ifs
        · exact hneg n h
        · exact le_rfl
    rcases hn with rfl | hn
    · simp
    · show truncate R Φ n * Real.cos (0 * n) ≤ truncate R Φ n * Real.cos (q * n)
      rw [zero_mul, Real.cos_zero]
      nlinarith [Real.cos_le_one (q * n)]
  · have h : 0 ≤ ∑ n ∈ omitted R Φ, -Φ n * (1 - Real.cos (q * n)) :=
      Finset.sum_nonneg fun n hn => mul_nonneg (neg_nonneg.2 (omitted_nonpos hneg hn))
        (sub_nonneg.2 (Real.cos_le_one _))
    linarith
  · -- `1 - cos` never exceeds two
    rw [herr, (truncation_gap Φ hsum hneg R).1, ← Finset.sum_neg_distrib, Finset.mul_sum]
    refine Finset.sum_le_sum fun n hn => ?_
    nlinarith [Real.neg_one_le_cos (q * n), omitted_nonpos hneg hn]
```

The sign condition matters for the upper bound. If the only omitted couplings are a positive pair at $\pm n$, the error identity puts the repaired squared frequency above the exact one wherever $\cos(qn)\ne1$. In crystals with several displacement components, the force constants are matrices, and a sign condition on single numbers no longer describes them.

## Wave numbers at which nothing is lost

A finite sum of nonnegative terms vanishes only if each term does. Equality at $q$ therefore requires

$$-\Phi(n)\bigl(1-\cos(qn)\bigr)=0\qquad\text{for every }n\in O_R.$$

Since $\Phi(n)\neq0$ on this set, $\cos(qn)=1$: atoms at each omitted distance move in phase, and the missing springs are not stretched. Conversely, if all these cosines are one, the error sum is zero. Equality always holds at $q=0$, and it holds at every $q$ if the cutoff removes no nonzero coupling.

The forward direction uses `Finset.sum_eq_zero_iff_of_nonneg` and then excludes the factor $\Phi(n)$; the reverse direction evaluates each term with `Finset.sum_eq_zero`.

```lean
/-- If the force constants sum to zero and the off-site ones are nonpositive, the cosine sum at `q`
after cutoff and restoration equals the exact one if and only if `cos(q n) = 1` for every distance
`n` beyond the cutoff with a nonzero force constant. -/
theorem restored_eq_exact_iff (Φ : ℤ →₀ ℝ) (hsum : total Φ = 0)
    (hneg : ∀ n, n ≠ 0 → Φ n ≤ 0) (R : ℕ) (q : ℝ) :
    sqFreq (restoreSumRule (truncate R Φ)) q = sqFreq Φ q ↔
      ∀ n : ℤ, (R : ℤ) < |n| → Φ n ≠ 0 → Real.cos (q * n) = 1 := by
  have herr := restoration_error Φ hsum R q
  constructor
  · intro h n hR hn
    -- a vanishing sum of nonnegative terms vanishes term by term
    have h0 : ∑ n ∈ omitted R Φ, -Φ n * (1 - Real.cos (q * n)) = 0 := by linarith
    have hz := (Finset.sum_eq_zero_iff_of_nonneg fun n hn =>
      mul_nonneg (neg_nonneg.2 (omitted_nonpos hneg hn))
        (sub_nonneg.2 (Real.cos_le_one (q * n)))).1 h0 n
      (Finset.mem_filter.2 ⟨Finsupp.mem_support_iff.2 hn, hR⟩)
    rcases mul_eq_zero.1 hz with h1 | h1
    · exact absurd (neg_eq_zero.1 h1) hn
    · linarith
  · intro h
    have h0 : ∑ n ∈ omitted R Φ, -Φ n * (1 - Real.cos (q * n)) = 0 := by
      refine Finset.sum_eq_zero fun n hn => ?_
      have hm := Finset.mem_filter.1 hn
      rw [h n hm.2 (Finsupp.mem_support_iff.1 hm.1), sub_self, mul_zero]
    linarith

end

end TruncatedForceConstants
```

```lean
#print axioms TruncatedForceConstants.plane_wave
#print axioms TruncatedForceConstants.restoreSumRule_spec
#print axioms TruncatedForceConstants.restored_le_exact
#print axioms TruncatedForceConstants.restored_eq_exact_iff
```

```
'TruncatedForceConstants.plane_wave' depends on axioms: [propext, Classical.choice, Quot.sound]
'TruncatedForceConstants.restoreSumRule_spec' depends on axioms: [propext, Classical.choice, Quot.sound]
'TruncatedForceConstants.restored_le_exact' depends on axioms: [propext, Classical.choice, Quot.sound]
'TruncatedForceConstants.restored_eq_exact_iff' depends on axioms: [propext, Classical.choice, Quot.sound]
```

## Springs as the primary data

The chain could also be described by mass-reduced stiffnesses $k_n\ge0$ for $n\ge1$, with

$$W(q)=2\sum_{n\ge1}k_n\bigl(1-\cos(qn)\bigr).$$

Evenness and the sum rule would then be built into the model, and dropping the springs beyond $R$ would lead directly to the repaired chain. The upper bound would be immediate, but the gap at $q=0$ could not be expressed, because no choice of springs violates the sum rule. Taking $\Phi$ as the data keeps the truncation and its repair as separate operations.
